# Brattsev–Epstein bounds for a molecule on a finite nuclear grid

The ground energy of a molecule with Hermitian matrices on a finite nuclear grid is at least the Born–Oppenheimer ground energy. It is at most the ground energy of an adiabatic Hamiltonian, in which each kinetic matrix element is multiplied by the overlap of the electronic ground states at the two points it connects. In such a finite-basis model, the gap between the two outer energies limits the error of the Born–Oppenheimer ground energy.

The Brattsev–Epstein bounds are usually stated for continuous nuclear coordinates; the theorems below concern matrices, and no grid limit is taken.

## The grid model

The finite types `G` and `n` label grid points $R,S$ and electronic basis states $i,j$; `m` is a generic finite index. The same orthonormal electronic basis serves every grid point.

In Lean 4 with Mathlib:

```lean
import Mathlib

open Matrix
open scoped Kronecker ComplexOrder

namespace BrattsevEpstein

noncomputable section

variable {m G n : Type} [Fintype m] [DecidableEq m] [Fintype G] [DecidableEq G]
  [Fintype n] [DecidableEq n]
```

For a vector $x$, write $w(x)=\sum_i|x_i|^2$.

```lean
/-- The squared norm of a state, the sum of its squared amplitudes. -/
def weight (x : m → ℂ) : ℝ := ∑ i, Complex.normSq (x i)
```

Write $q_A(x)=\mathrm{Re}\,\langle x,Ax\rangle$, with the inner product conjugate-linear in its first slot. For Hermitian $A$ and $x\neq0$, the normalised expectation value is $q_A(x)/w(x)$.

```lean
/-- The real part of the quadratic form `⟨x, A x⟩`, without normalisation. -/
def energy (A : Matrix m m ℂ) (x : m → ℂ) : ℝ := (star x ⬝ᵥ A *ᵥ x).re
```

A ground energy is the least real $r$ for which $Ax=rx$ has a nonzero solution.

```lean
/-- The number `e` is the least real eigenvalue of `A`. -/
def IsGroundEnergy (A : Matrix m m ℂ) (e : ℝ) : Prop :=
  IsLeast {r : ℝ | ∃ x : m → ℂ, x ≠ 0 ∧ A *ᵥ x = (r : ℂ) • x} e
```

The molecular Hamiltonian $H$ acts on amplitudes $\psi(i,R)$. The matrix $T$ moves the nuclei and leaves the electronic label alone, while $H_e(R)$ acts on the electrons at fixed $R$. Only Hermiticity of $T$ will be used, not positivity.

```lean
/-- The molecular Hamiltonian: nuclear kinetic matrix `T` plus the electronic
Hamiltonian `He R` at each grid point `R`. -/
def molecular (T : Matrix G G ℂ) (He : G → Matrix n n ℂ) : Matrix (n × G) (n × G) ℂ :=
  (1 : Matrix n n ℂ) ⊗ₖ T + blockDiagonal He
```

The Born–Oppenheimer matrix is $B=T+\mathrm{diag}\,E_0$, with $E_0(R)$ the potential felt by the nuclei.

```lean
/-- The Born-Oppenheimer Hamiltonian: nuclei moving on the potential `E0`. -/
def bornOppenheimer (T : Matrix G G ℂ) (E0 : G → ℝ) : Matrix G G ℂ :=
  T + diagonal (fun R => (E0 R : ℂ))
```

For electronic states $\varphi_R$, the adiabatic matrix $M$ has elements $M_{RS}=T_{RS}\langle\varphi_R,\varphi_S\rangle+E_0(R)\,\delta_{RS}$. For smoothly varying states, the overlaps between neighbouring points play the part that the Berry connection and the diagonal Born–Oppenheimer correction play in the continuum.

```lean
/-- The adiabatic Hamiltonian: the kinetic matrix is dressed by the overlaps of the
electronic states at different grid points. -/
def adiabatic (T : Matrix G G ℂ) (E0 : G → ℝ) (φ : G → n → ℂ) : Matrix G G ℂ :=
  Matrix.of (fun R S => T R S * (star (φ R) ⬝ᵥ φ S)) + diagonal (fun R => (E0 R : ℂ))
```

`GroundSurface` collects the electronic input: each $H_e(R)$ is Hermitian with ground energy $E_0(R)$ and unit eigenvector $\varphi_R$. Degeneracy is allowed.

```lean
/-- Hermitian electronic Hamiltonians with their ground energies `E0 R` and
normalised ground states `φ R`. -/
structure GroundSurface (He : G → Matrix n n ℂ) (E0 : G → ℝ) (φ : G → n → ℂ) : Prop where
  hermitian : ∀ R, (He R).IsHermitian
  ground : ∀ R, IsGroundEnergy (He R) (E0 R)
  eigen : ∀ R, He R *ᵥ φ R = (E0 R : ℂ) • φ R
  unit : ∀ R, weight (φ R) = 1
```

## (a) The quadratic form in an eigenvector

Let $Ax=ex$ with $e$ real. Show that
$$q_A(x)=e\,w(x).$$

**Solution.** $\langle x,Ax\rangle=e\langle x,x\rangle=e\sum_i|x_i|^2$, which is real. In the code, `hw` identifies $\langle x,x\rangle$ with $w(x)$.

```lean
omit [DecidableEq m] in
/-- In an eigenvector with a real eigenvalue, `energy` is the eigenvalue times the squared norm. -/
theorem energy_of_eigenvector {A : Matrix m m ℂ} {x : m → ℂ} {e : ℝ}
    (h : A *ᵥ x = (e : ℂ) • x) : energy A x = e * weight x := by
  have hw : star x ⬝ᵥ x = (weight x : ℂ) := by
    rw [weight, Complex.ofReal_sum]
    exact Finset.sum_congr rfl fun i _ => Complex.normSq_eq_conj_mul_self.symm
  rw [energy, h, dotProduct_smul, hw, smul_eq_mul, Complex.re_ofReal_mul, Complex.ofReal_re]
```

## (b) Adding a potential

For real $d_i$, show that
$$q_{A+\mathrm{diag}\,d}(x)=q_A(x)+\sum_i d_i|x_i|^2.$$

**Solution.** The form is linear in the matrix, and the diagonal part gives $\sum_i\overline{x_i}\,d_i x_i$.

```lean
/-- A potential on the grid adds its values weighted by the local squared amplitudes. -/
theorem energy_add_diagonal (A : Matrix m m ℂ) (d : m → ℝ) (x : m → ℂ) :
    energy (A + diagonal (fun i => (d i : ℂ))) x
      = energy A x + ∑ i, d i * Complex.normSq (x i) := by
  rw [energy, add_mulVec, dotProduct_add, Complex.add_re, energy]
  congr 1
  simp only [dotProduct, mulVec_diagonal, Complex.re_sum]
  refine Finset.sum_congr rfl fun i _ => ?_
  simp [Complex.normSq_apply]
  ring
```

## (c) Eigenvectors from the spectral theorem

Let $A$ be Hermitian with listed eigenvalues $\lambda_i$. Show that for each $i$ there is an $x$ with
$$Ax=\lambda_i x,\qquad x\neq0.$$

**Solution.** Take the $i$-th vector of the orthonormal eigenbasis. It has norm one, so it is not zero.

```lean
/-- Each eigenvalue that the spectral theorem lists for a Hermitian matrix has a
nonzero eigenvector. -/
theorem exists_eigenvector {A : Matrix m m ℂ} (hA : A.IsHermitian) (i : m) :
    ∃ x : m → ℂ, x ≠ 0 ∧ A *ᵥ x = (hA.eigenvalues i : ℂ) • x := by
  refine ⟨(hA.eigenvectorBasis i).ofLp, fun h0 => ?_, ?_⟩
  · exact hA.eigenvectorBasis.orthonormal.ne_zero i (PiLp.ext fun j => congrFun h0 j)
  · rw [hA.mulVec_eigenvectorBasis i]
    ext j
    simp
```

## (d) Existence of a ground energy

Show that for Hermitian $A$ on a nonempty basis the following minimum exists:
$$\min\{r\in\mathbb R:\ Ax=rx\text{ for some }x\neq0\}.$$

**Solution.** If $Ax=rx$ with $x\neq0$, then $r-A$ is singular, so $r$ lies in the spectrum, which is the finite list of the $\lambda_i$. The set is therefore finite (`hsub`), and by (c) it is nonempty, so it has a least element.

```lean
/-- A Hermitian matrix on a nonempty basis has a ground energy. -/
theorem exists_groundEnergy [Nonempty m] {A : Matrix m m ℂ} (hA : A.IsHermitian) :
    ∃ e, IsGroundEnergy A e := by
  have hsub : {r : ℝ | ∃ x : m → ℂ, x ≠ 0 ∧ A *ᵥ x = (r : ℂ) • x} ⊆ spectrum ℝ A := by
    rintro r ⟨x, hx, hr⟩
    rw [spectrum.mem_iff]
    rintro ⟨u, hu⟩
    have h0 : (u : Matrix m m ℂ) *ᵥ x = 0 := by
      rw [hu, Algebra.algebraMap_eq_smul_one, sub_mulVec, smul_mulVec, one_mulVec, hr]
      ext j
      simp
    apply hx
    rw [← one_mulVec x, ← u.inv_mul, ← mulVec_mulVec, h0, mulVec_zero]
  rw [hA.spectrum_real_eq_range_eigenvalues] at hsub
  obtain ⟨e, he, hmin⟩ := Set.exists_min_image _ id ((Set.finite_range _).subset hsub)
    ⟨_, exists_eigenvector hA (Classical.arbitrary m)⟩
  exact ⟨e, he, fun r hr => hmin r hr⟩
```

## (e) The variational principle

Let $e$ be the ground energy of a Hermitian $A$. Show that for every $x$
$$e\,w(x)\le q_A(x).$$

**Solution.** If $A-e$ has eigenvalue $\beta$ with eigenvector $v$, then $Av=(\beta+e)v$. Minimality of $e$ gives $\beta+e\ge e$, so $\beta\ge0$. Expanding $x$ in the eigenbasis of $A-e$ gives $\langle x,(A-e)x\rangle\ge0$, which rearranges to the claim. The step `hpos` records that $A-e$ is positive semidefinite.

```lean
/-- Variational principle: for a Hermitian matrix the quadratic form is at least the
ground energy times the squared norm. -/
theorem variational {A : Matrix m m ℂ} (hA : A.IsHermitian) {e : ℝ}
    (he : IsGroundEnergy A e) (x : m → ℂ) : e * weight x ≤ energy A x := by
  have hB : (A - (e : ℂ) • (1 : Matrix m m ℂ)).IsHermitian := by
    unfold Matrix.IsHermitian
    rw [conjTranspose_sub, hA.eq, conjTranspose_smul, conjTranspose_one]
    simp
  -- the shifted matrix has no negative eigenvalue
  have hpos : (A - (e : ℂ) • (1 : Matrix m m ℂ)).PosSemidef := by
    refine hB.posSemidef_iff_eigenvalues_nonneg.mpr ?_
    intro i
    obtain ⟨v, hv, hev⟩ := exists_eigenvector hB i
    rw [sub_mulVec, smul_mulVec, one_mulVec, sub_eq_iff_eq_add] at hev
    have h := he.2 ⟨v, hv, show A *ᵥ v = ((hB.eigenvalues i + e : ℝ) : ℂ) • v by
      rw [hev, Complex.ofReal_add, add_smul]⟩
    change 0 ≤ hB.eigenvalues i
    linarith
  have h1 := (Complex.le_def.mp (hpos.dotProduct_mulVec_nonneg x)).1
  have h2 : energy ((e : ℂ) • (1 : Matrix m m ℂ)) x = e * weight x :=
    energy_of_eigenvector (by rw [smul_mulVec, one_mulVec])
  rw [sub_mulVec, dotProduct_sub, Complex.sub_re, Complex.zero_re] at h1
  unfold energy at h2 ⊢
  linarith
```

## (f) Splitting the molecular energy

Show that
$$q_H(\psi)=\sum_i q_T(\psi(i,\cdot))+\sum_R q_{H_e(R)}(\psi(\cdot,R)).$$

**Solution.** The Hamiltonian acts as
$$(H\psi)(i,R)=\sum_S T_{RS}\,\psi(i,S)+\sum_j H_e(R)_{ij}\,\psi(j,R),$$
which is `hmul`. Multiply by $\overline{\psi(i,R)}$, sum over $i$ and $R$, and take real parts. The first term groups by $i$, the second by $R$.

```lean
/-- The molecular quadratic form is a sum of nuclear terms, one for each electronic
component, and electronic terms, one for each grid point. -/
theorem molecular_energy (T : Matrix G G ℂ) (He : G → Matrix n n ℂ) (ψ : n × G → ℂ) :
    energy (molecular T He) ψ = ∑ i, energy T (fun R => ψ (i, R))
      + ∑ R, energy (He R) (fun i => ψ (i, R)) := by
  have hmul : ∀ i R, (molecular T He *ᵥ ψ) (i, R)
      = (T *ᵥ fun S => ψ (i, S)) R + (He R *ᵥ fun j => ψ (j, R)) i := by
    intro i R
    rw [molecular, add_mulVec, Pi.add_apply]
    congr 1
    · simp only [mulVec, dotProduct, Fintype.sum_prod_type, kroneckerMap_apply]
      rw [Finset.sum_comm]
      simp [Matrix.one_apply]
    · simp [mulVec, dotProduct, Fintype.sum_prod_type, blockDiagonal_apply]
  simp only [energy, dotProduct, Fintype.sum_prod_type, hmul, mul_add,
    Finset.sum_add_distrib, Pi.star_apply, Complex.add_re, Complex.re_sum]
  congr 1
  exact Finset.sum_comm
```

## (g) A product trial state

Let $T$ be Hermitian, $e$ the ground energy of $H$, and $E_0,\varphi$ a ground surface. Show that for every nuclear vector $c$
$$e\,w(c)\le q_M(c).$$

**Solution.** Put $\psi(i,R)=c_R\varphi_R(i)$. Since $\varphi_R$ is a unit vector, the weight at $R$ is $|c_R|^2$ (`hloc`), so $w(\psi)=w(c)$. By (a), the electronic energy at $R$ is $E_0(R)|c_R|^2$ (`hel`). The nuclear part (`hnuc`) is the real part of
$$\sum_{i,R,S}\overline{c_R\varphi_R(i)}\,T_{RS}\,c_S\varphi_S(i)=\sum_{R,S}\overline{c_R}\,T_{RS}\langle\varphi_R,\varphi_S\rangle c_S.$$
By (f) and (b) the total is $q_M(c)$, and (e) applied to the Hermitian matrix $H$ finishes the argument.

The same argument would give an upper bound for arbitrary unit vectors $\varphi_R$, with $\langle\varphi_R,H_e(R)\varphi_R\rangle$ in place of $E_0(R)$.

```lean
/-- For Hermitian `T` and a ground surface of `He`, the adiabatic quadratic form of any nuclear
state `c` is at least the molecular ground energy times the squared norm of `c`. -/
theorem adiabatic_trial_bound {T : Matrix G G ℂ} (hT : T.IsHermitian)
    {He : G → Matrix n n ℂ} {E0 : G → ℝ} {φ : G → n → ℂ} (hS : GroundSurface He E0 φ)
    {e : ℝ} (he : IsGroundEnergy (molecular T He) e) (c : G → ℂ) :
    e * weight c ≤ energy (adiabatic T E0 φ) c := by
  have hH : (molecular T He).IsHermitian := by
    unfold Matrix.IsHermitian molecular
    rw [conjTranspose_add, conjTranspose_kronecker, blockDiagonal_conjTranspose,
      conjTranspose_one, hT.eq]
    simp only [(hS.hermitian _).eq]
  have hloc : ∀ R, weight (fun i => c R * φ R i) = Complex.normSq (c R) := by
    intro R
    have h := hS.unit R
    unfold weight at h ⊢
    simp only [Complex.normSq_mul, ← Finset.mul_sum, h, mul_one]
  -- the trial state attaches the local electronic ground state to each grid point
  have h := variational hH he (fun p => c p.2 * φ p.2 p.1)
  have hw : weight (fun p : n × G => c p.2 * φ p.2 p.1) = weight c := by
    rw [weight, Fintype.sum_prod_type, Finset.sum_comm]
    exact Finset.sum_congr rfl fun R _ => hloc R
  have hel : ∀ R, energy (He R) (fun i => c R * φ R i) = E0 R * Complex.normSq (c R) := by
    intro R
    rw [← hloc R]
    apply energy_of_eigenvector
    change He R *ᵥ (c R • φ R) = (E0 R : ℂ) • (c R • φ R)
    rw [mulVec_smul, hS.eigen R, smul_comm]
  have hnuc : ∑ i, energy T (fun R => c R * φ R i)
      = energy (Matrix.of fun R S => T R S * (star (φ R) ⬝ᵥ φ S)) c := by
    simp only [energy, dotProduct, mulVec, of_apply, Pi.star_apply, ← Complex.re_sum]
    congr 1
    rw [Finset.sum_comm]
    refine Finset.sum_congr rfl fun R _ => ?_
    simp only [Finset.mul_sum, Finset.sum_mul]
    rw [Finset.sum_comm]
    refine Finset.sum_congr rfl fun S _ => Finset.sum_congr rfl fun i _ => ?_
    rw [star_mul']
    ring
  rw [hw, molecular_energy] at h
  simp only [hel, hnuc] at h
  rw [adiabatic, energy_add_diagonal]
  exact h
```

## (h) The two-sided bound

Let $a$, $e$, $b$ be the ground energies of $B$, $H$, $M$, with $T$ Hermitian and $E_0,\varphi$ a ground surface. Show that
$$a\le e\le b.$$

**Solution.** Let $\psi\neq0$ satisfy $H\psi=e\psi$. By (a) and (f), then (e) at each grid point (`h2`),
$$e\,w(\psi)\ge\sum_i\Big[q_T(\psi(i,\cdot))+\sum_R E_0(R)|\psi(i,R)|^2\Big].$$
By (b) each bracket is $q_B(\psi(i,\cdot))$, and (e) for $B$ bounds it below by $a\,w(\psi(i,\cdot))$ (`h3`). Summing over $i$ gives $e\,w(\psi)\ge a\,w(\psi)$; divide by $w(\psi)>0$.

For the upper bound, let $Mc=bc$ with $c\neq0$. Then (g) and (a) give $e\,w(c)\le b\,w(c)$; divide by $w(c)>0$.

```lean
/-- Brattsev-Epstein bounds: for Hermitian `T` and a ground surface of `He`, the molecular
ground energy lies between the Born-Oppenheimer and the adiabatic ground energies. -/
theorem brattsev_epstein {T : Matrix G G ℂ} (hT : T.IsHermitian)
    {He : G → Matrix n n ℂ} {E0 : G → ℝ} {φ : G → n → ℂ} (hS : GroundSurface He E0 φ)
    {a e b : ℝ} (ha : IsGroundEnergy (bornOppenheimer T E0) a)
    (he : IsGroundEnergy (molecular T He) e)
    (hb : IsGroundEnergy (adiabatic T E0 φ) b) : a ≤ e ∧ e ≤ b := by
  have wpos : ∀ (k : Type) [Fintype k] (x : k → ℂ), x ≠ 0 → 0 < weight x := by
    intro k _ x hx
    obtain ⟨i, hi⟩ := Function.ne_iff.mp hx
    exact Finset.sum_pos' (fun _ _ => Complex.normSq_nonneg _)
      ⟨i, Finset.mem_univ i, Complex.normSq_pos.mpr hi⟩
  constructor
  · obtain ⟨ψ, hψ, hev⟩ := he.1
    have hBO : (bornOppenheimer T E0).IsHermitian := by
      unfold Matrix.IsHermitian bornOppenheimer
      rw [conjTranspose_add, hT.eq, diagonal_conjTranspose]
      congr 2
      ext R
      simp
    have h1 := energy_of_eigenvector hev
    rw [molecular_energy] at h1
    -- electronic energies lie above the surface, nuclear energies above `a`
    have h2 := Finset.sum_le_sum fun R (_ : R ∈ Finset.univ) =>
      variational (hS.hermitian R) (hS.ground R) (fun i => ψ (i, R))
    have h3 := Finset.sum_le_sum fun i (_ : i ∈ Finset.univ) =>
      variational hBO ha (fun R => ψ (i, R))
    simp only [bornOppenheimer, energy_add_diagonal, Finset.sum_add_distrib,
      ← Finset.mul_sum] at h3
    have h4 : ∑ i, ∑ R, E0 R * Complex.normSq (ψ (i, R))
        = ∑ R, E0 R * weight (fun i => ψ (i, R)) := by
      rw [Finset.sum_comm]
      simp only [weight, Finset.mul_sum]
    have h5 : weight ψ = ∑ i, weight (fun R => ψ (i, R)) := Fintype.sum_prod_type _
    rw [← h5] at h3
    exact le_of_mul_le_mul_right (by linarith) (wpos _ ψ hψ)
  · obtain ⟨c, hc, hev⟩ := hb.1
    have h := adiabatic_trial_bound hT hS he c
    rw [energy_of_eigenvector hev] at h
    exact le_of_mul_le_mul_right h (wpos _ c hc)
```

## (i) An upper bound from a Born–Oppenheimer state

Keep $T$, $e$ and the ground surface, and let $Bc=ac$ with $w(c)=1$, where $a$ may now be any real Born–Oppenheimer level. With $D_{RS}=T_{RS}(\langle\varphi_R,\varphi_S\rangle-1)$, show that
$$e\le a+q_D(c).$$

**Solution.** Since $M=B+D$ (`hsplit`), (g) gives $e\le q_B(c)+q_D(c)$, and $q_B(c)=a$ by (a). This bound can change with the phases chosen for the $\varphi_R$, because $c$ is held fixed. When $a$ is the ground level, the shift in the theorem's name is the whole difference $e-a$. With $b$ as in (h), it is the sum of the adiabatic correction $b-a$ and the non-adiabatic remainder $e-b$.

```lean
/-- For Hermitian `T`, a ground surface of `He` and a normalised Born-Oppenheimer eigenstate `c` of
energy `a`, the molecular ground energy is at most `a` plus the mean of `T R S * (⟨φ R, φ S⟩ - 1)`
in `c`. -/
theorem nonadiabatic_shift_le {T : Matrix G G ℂ} (hT : T.IsHermitian)
    {He : G → Matrix n n ℂ} {E0 : G → ℝ} {φ : G → n → ℂ} (hS : GroundSurface He E0 φ)
    {a e : ℝ} (he : IsGroundEnergy (molecular T He) e) {c : G → ℂ} (hc : weight c = 1)
    (hev : bornOppenheimer T E0 *ᵥ c = (a : ℂ) • c) :
    e ≤ a + energy (Matrix.of fun R S => T R S * (star (φ R) ⬝ᵥ φ S - 1)) c := by
  have h := adiabatic_trial_bound hT hS he c
  have hsplit : adiabatic T E0 φ = bornOppenheimer T E0
      + Matrix.of (fun R S => T R S * (star (φ R) ⬝ᵥ φ S - 1)) := by
    ext R S
    simp only [adiabatic, bornOppenheimer, Matrix.add_apply, of_apply]
    ring
  have h1 := energy_of_eigenvector hev
  rw [hsplit, energy, add_mulVec, dotProduct_add, Complex.add_re] at h
  unfold energy at h1 ⊢
  rw [hc, mul_one] at h h1
  linarith
```

## (j) When Born–Oppenheimer is exact

Let $a$ and $e$ again be the ground energies of $B$ and $H$, and suppose $\langle\varphi_R,\varphi_S\rangle=1$ whenever $T_{RS}\neq0$. Show that
$$e=a.$$

**Solution.** The hypothesis gives $M=B$ (`heq`), so (h) applies with $b=a$ and yields $a\le e\le a$. For unit vectors, overlap one means $\varphi_R=\varphi_S$: the electronic ground state does not change between points that the nuclear motion connects.

With a single grid point the hypothesis follows from normalisation, and both energies equal the number $T$ plus $E_0$.

```lean
/-- For Hermitian `T` and a ground surface of `He`, if the electronic ground states at grid points
coupled by `T` have overlap one, the molecular and Born-Oppenheimer ground energies are equal. -/
theorem bornOppenheimer_exact {T : Matrix G G ℂ} (hT : T.IsHermitian)
    {He : G → Matrix n n ℂ} {E0 : G → ℝ} {φ : G → n → ℂ} (hS : GroundSurface He E0 φ)
    (hov : ∀ R S, T R S ≠ 0 → star (φ R) ⬝ᵥ φ S = 1) {a e : ℝ}
    (ha : IsGroundEnergy (bornOppenheimer T E0) a)
    (he : IsGroundEnergy (molecular T He) e) : e = a := by
  have heq : adiabatic T E0 φ = bornOppenheimer T E0 := by
    ext R S
    simp only [adiabatic, bornOppenheimer, Matrix.add_apply, of_apply]
    by_cases h : T R S = 0
    · rw [h, zero_mul]
    · rw [hov R S h, mul_one]
  have h := brattsev_epstein hT hS ha he (heq ▸ ha)
  exact le_antisymm h.2 h.1

end

end BrattsevEpstein
```

```lean
#print axioms BrattsevEpstein.exists_groundEnergy
#print axioms BrattsevEpstein.brattsev_epstein
#print axioms BrattsevEpstein.nonadiabatic_shift_le
#print axioms BrattsevEpstein.bornOppenheimer_exact
```

```
'BrattsevEpstein.exists_groundEnergy' depends on axioms: [propext, Classical.choice, Quot.sound]
'BrattsevEpstein.brattsev_epstein' depends on axioms: [propext, Classical.choice, Quot.sound]
'BrattsevEpstein.nonadiabatic_shift_le' depends on axioms: [propext, Classical.choice, Quot.sound]
'BrattsevEpstein.bornOppenheimer_exact' depends on axioms: [propext, Classical.choice, Quot.sound]
```
